# The L gauge angles 2πj/L give the p-pair probability of a BCS state on M partially occupied levels exactly when L > max(p, M − p)

## Pair levels, sector weights and the angle average

Consider \(M\) levels, each either empty or holding one pair. Level \(k\) has real amplitudes \(u_k>0\) for empty and \(v_k>0\) for occupied, with \(u_k^2+v_k^2=1\). Positivity of both means that every level is partially occupied. A configuration is the set \(S\) of occupied levels. Its BCS amplitude and the probability of finding \(n\) pairs are

\[
A_S=\prod_{k\in S}v_k\prod_{k\notin S}u_k,\qquad P_n=\sum_{|S|=n}A_S^2 .
\]

Rotating the phase of each pair by a gauge angle \(t\) multiplies \(A_S\) by \(e^{i|S|t}\). The overlap of the original state with the rotated one is

\[
G(t)=\prod_k\left(u_k^2+v_k^2e^{it}\right).
\]

Here \(t\) is conjugate to the number of pairs, not of particles. For \(L\ge1\) and \(0\le p\le M\), the average over the grid \(t_j=2\pi j/L\) is

\[
a_p=\frac1L\sum_{j=0}^{L-1}e^{-ipt_j}G(t_j).
\]

The claim is that \(a_p=P_p\) if and only if \(L>\max(p,M-p)\).

## Aliasing and the smallest exact grid

Multiplying out \(G(t)\) means choosing, for each level, either \(v_k^2e^{it}\) or \(u_k^2\). The levels where the first term is chosen form a set \(S\), so

\[
G(t)=\sum_S A_S^2\,e^{i|S|t}.
\]

Put this into the average and sum over \(j\) first. For a configuration with \(n\) pairs the phases are powers of \(q=e^{2\pi i(n-p)/L}\). If \(L\) divides \(n-p\), then \(q=1\) and the sum is \(L\). Otherwise \(q\ne1\) but \(q^L=1\), and

\[
\sum_{j=0}^{L-1}q^j=\frac{q^L-1}{q-1}=0 .
\]

The grid therefore cannot distinguish pair numbers that agree modulo \(L\):

\[
a_p=\sum_{\substack{0\le n\le M\\ n\equiv p\ (\mathrm{mod}\ L)}}P_n .
\]

Suppose \(L>\max(p,M-p)\). Every \(n\) in the sum satisfies \(-p\le n-p\le M-p\), hence \(|n-p|<L\). The only multiple of \(L\) in that range is zero, so only \(n=p\) survives and \(a_p=P_p\).

Suppose instead that \(L\le p\) or \(L\le M-p\). Then \(n=p-L\) or \(n=p+L\), respectively, lies between \(0\) and \(M\) and contributes to the sum. Its weight is strictly positive, because some configuration has \(n\) pairs and all amplitudes are positive. Since the other weights are non-negative, \(a_p>P_p\).

Only the second half uses positivity, and there it cannot be relaxed to \(v_k\ge0\): for one level with \(u=1\), \(v=0\), the single angle \(t=0\) gives \(a_0=1=P_0\), although \(L=1\) does not exceed \(\max(0,1)\).

For number projection in pairing calculations, this fixes the smallest grid of the form \(t_j=2\pi j/L\) that yields the exact sector probability of a BCS product state with finitely many partially occupied levels. If all angles are shifted by a common amount, \(L>\max(p,M-p)\) is still sufficient but no longer necessary: for two levels with \(u_k^2=v_k^2=1/2\), the single angle \(t=\pi/2\) already gives \(e^{-it}G(t)=1/2=P_1\). For the projected energy of a number-conserving Hamiltonian the condition is also sufficient, because the other sectors cancel in the same way, but the theorem does not show that it is necessary there.

## The BCS state and its average in Lean

The levels are the elements of a finite type `ι`, and \(M\) is `Fintype.card ι`.

```lean
import Mathlib

open Finset

namespace NumberProjectedBCS

noncomputable section

variable {ι : Type*} [Fintype ι] [DecidableEq ι]
```

A configuration is a `Finset ι`, and its complement `Sᶜ` contains the empty levels.

```lean
/-- BCS amplitude of the configuration in which exactly the levels in `S` hold a pair. -/
def amp (u v : ι → ℝ) (S : Finset ι) : ℝ := (∏ k ∈ S, v k) * ∏ k ∈ Sᶜ, u k
```

The next definition does not require normalisation. For unnormalised amplitudes `pairProb` is a weight, and the probability is \(P_n/\prod_k(u_k^2+v_k^2)\). Dividing the average by the same positive factor leaves the exactness condition unchanged.

```lean
/-- Weight of the `n`-pair sector: the sum of squared BCS amplitudes over all configurations
with `n` pairs. It is a probability when `u k ^ 2 + v k ^ 2 = 1` on every level. -/
def pairProb (u v : ι → ℝ) (n : ℕ) : ℝ :=
  ∑ S ∈ univ.filter (fun S : Finset ι => S.card = n), amp u v S ^ 2
```

The overlap, the angles and the average are written as in the formulas above. The overlap is defined as the product, so its expansion in configurations has to be proved.

```lean
/-- Overlap of the BCS state with its copy rotated by the gauge angle `t`, in product form. -/
def overlap (u v : ι → ℝ) (t : ℝ) : ℂ :=
  ∏ k, ((u k : ℂ) ^ 2 + (v k : ℂ) ^ 2 * Complex.exp (Complex.I * t))

/-- The `j`-th gauge angle `2 π j / L` of a grid with `L ≥ 1` points. -/
def angle (L j : ℕ) : ℝ := 2 * Real.pi * j / L

/-- Average of `exp (-i p t)` times the overlap at `t`, over the gauge angles `t = 2 π j / L` with
`j = 0, ..., L - 1`, for `L ≥ 1`. -/
def gridAverage (u v : ι → ℝ) (p L : ℕ) : ℂ :=
  (∑ j ∈ range L, Complex.exp (-(Complex.I * (p * angle L j))) * overlap u v (angle L j)) / L
```

## Expansion, phase cancellation and positive weights

The first theorem is the expansion of \(G(t)\). `Finset.prod_add` makes the choice between the two terms on every level, and the remaining steps collect the factors into \(A_S^2e^{i|S|t}\).

```lean
/-- The overlap is the sum over pair configurations of the squared amplitude times the phase
`exp (i n t)`, where `n` is the number of pairs. -/
theorem overlap_eq_sum (u v : ι → ℝ) (t : ℝ) :
    overlap u v t =
      ∑ S : Finset ι, (amp u v S : ℂ) ^ 2 * Complex.exp (Complex.I * (S.card * t)) := by
  have hswap : overlap u v t =
      ∏ k, ((v k : ℂ) ^ 2 * Complex.exp (Complex.I * t) + (u k : ℂ) ^ 2) :=
    prod_congr rfl fun k _ => add_comm _ _
  -- expand the product: each level is either occupied or empty
  rw [hswap, Finset.prod_add, Finset.powerset_univ]
  refine sum_congr rfl fun S _ => ?_
  rw [prod_mul_distrib, prod_const, ← Complex.exp_nat_mul, prod_pow, prod_pow,
    ← compl_eq_univ_sdiff,
    show (S.card : ℂ) * (Complex.I * t) = Complex.I * (S.card * t) by ring]
  simp only [amp, Complex.ofReal_mul, Complex.ofReal_prod]
  ring
```

The phase sum rewrites each term as a power of the primitive root \(e^{2\pi i/L}\). The two cases are those of the derivation: divisibility makes every term one, and otherwise `geom_sum_eq` gives zero. The notation `p ≡ n [MOD L]` is congruence modulo \(L\).

```lean
/-- On the grid of `L ≥ 1` gauge angles `t = 2 π j / L`, the relative phases `exp (i (n - p) t)` add
up to `L` if `n` and `p` agree modulo `L`, and to zero otherwise. -/
theorem phase_sum {L : ℕ} (hL : 0 < L) (p n : ℕ) :
    ∑ j ∈ range L, Complex.exp (-(Complex.I * (p * angle L j))) *
      Complex.exp (Complex.I * (n * angle L j)) = if p ≡ n [MOD L] then (L : ℂ) else 0 := by
  have hζ := Complex.isPrimitiveRoot_exp L hL.ne'
  -- each term is a power of a fixed root of unity
  have hterm : ∀ j : ℕ, Complex.exp (-(Complex.I * (p * angle L j))) *
      Complex.exp (Complex.I * (n * angle L j)) =
      (Complex.exp (2 * Real.pi * Complex.I / L) ^ ((n : ℤ) - p)) ^ j := by
    intro j
    rw [← Complex.exp_add, ← Complex.exp_int_mul, ← Complex.exp_nat_mul]
    congr 1
    unfold angle
    push_cast
    ring
  rw [sum_congr rfl (fun j _ => hterm j)]
  by_cases h : p ≡ n [MOD L]
  · rw [if_pos h, (hζ.zpow_eq_one_iff_dvd _).2 (Nat.modEq_iff_dvd.1 h)]
    simp
  · have hne : Complex.exp (2 * Real.pi * Complex.I / L) ^ ((n : ℤ) - p) ≠ 1 :=
      fun h1 => h (Nat.modEq_iff_dvd.2 ((hζ.zpow_eq_one_iff_dvd _).1 h1))
    have hpow : (Complex.exp (2 * Real.pi * Complex.I / L) ^ ((n : ℤ) - p)) ^ L = 1 := by
      rw [← zpow_natCast, ← zpow_mul]
      exact (hζ.zpow_eq_one_iff_dvd _).2 (dvd_mul_left _ _)
    rw [if_neg h, geom_sum_eq hne, hpow, sub_self, zero_div]
```

A configuration has at most \(M\) pairs, which allows configurations to be grouped by pair number.

```lean
omit [DecidableEq ι] in
/-- A configuration holds at most as many pairs as there are levels. -/
theorem card_mem_range : ∀ S ∈ (univ : Finset (Finset ι)),
    S.card ∈ range (Fintype.card ι + 1) :=
  fun S _ => mem_range.2 (Nat.lt_succ_of_le (card_le_univ S))
```

With normalised levels this grouping gives \(\sum_nP_n=\prod_k(v_k^2+u_k^2)=1\). This is the only theorem that assumes \(u_k^2+v_k^2=1\).

```lean
/-- If `u k ^ 2 + v k ^ 2 = 1` on every level, the sector weights sum to one. -/
theorem sum_pairProb (u v : ι → ℝ) (h : ∀ k, u k ^ 2 + v k ^ 2 = 1) :
    ∑ n ∈ range (Fintype.card ι + 1), pairProb u v n = 1 := by
  unfold pairProb
  rw [sum_fiberwise_of_maps_to card_mem_range]
  have hprod : ∏ k, (v k ^ 2 + u k ^ 2) = 1 :=
    prod_eq_one fun k _ => by linarith [h k]
  rw [← hprod, Finset.prod_add, Finset.powerset_univ]
  refine sum_congr rfl fun S _ => ?_
  rw [prod_pow, prod_pow, ← compl_eq_univ_sdiff, amp, mul_pow]
```

For positivity, `exists_subset_card_eq` supplies a configuration with \(n\) pairs, and every squared amplitude in the sector is positive.

```lean
/-- For positive `u` and `v`, every sector from zero pairs to full filling has positive weight. -/
theorem pairProb_pos {u v : ι → ℝ} (hu : ∀ k, 0 < u k) (hv : ∀ k, 0 < v k) {n : ℕ}
    (hn : n ≤ Fintype.card ι) : 0 < pairProb u v n := by
  have hn' : n ≤ (univ : Finset ι).card := by rwa [card_univ]
  obtain ⟨S, -, hS⟩ := exists_subset_card_eq hn'
  exact sum_pos
    (fun T _ => pow_pos (mul_pos (prod_pos fun k _ => hv k) (prod_pos fun k _ => hu k)) 2)
    ⟨S, mem_filter.2 ⟨mem_univ _, hS⟩⟩
```

## From aliasing to the bound

In the aliasing formula, `h1` exchanges the sums over angles and configurations and applies the phase sum, while `h2` groups the configurations into sectors. The right-hand side is a real number regarded as complex, so the average has no imaginary part.

```lean
/-- Aliasing: the average over `L ≥ 1` gauge angles is the total weight of all sectors whose
pair number agrees with `p` modulo `L`. -/
theorem gridAverage_eq_aliased (u v : ι → ℝ) (p : ℕ) {L : ℕ} (hL : 0 < L) :
    gridAverage u v p L = ((∑ n ∈ (range (Fintype.card ι + 1)).filter
      (fun n => p ≡ n [MOD L]), pairProb u v n : ℝ) : ℂ) := by
  have hL' : (L : ℂ) ≠ 0 := Nat.cast_ne_zero.2 hL.ne'
  -- carry out the sum over angles for each configuration
  have h1 : ∑ j ∈ range L, Complex.exp (-(Complex.I * (p * angle L j))) *
      overlap u v (angle L j) = ∑ S : Finset ι, (amp u v S : ℂ) ^ 2 *
        (if p ≡ S.card [MOD L] then (L : ℂ) else 0) := by
    simp_rw [overlap_eq_sum, Finset.mul_sum]
    rw [sum_comm]
    refine sum_congr rfl fun S _ => ?_
    rw [← phase_sum hL p S.card, Finset.mul_sum]
    exact sum_congr rfl fun j _ => by ring
  -- group the configurations by their pair number
  have h2 : ∑ n ∈ (range (Fintype.card ι + 1)).filter (fun n => p ≡ n [MOD L]),
      pairProb u v n =
      ∑ S : Finset ι, if p ≡ S.card [MOD L] then amp u v S ^ 2 else 0 := by
    rw [sum_filter, ← sum_fiberwise_of_maps_to card_mem_range]
    refine sum_congr rfl fun n _ => ?_
    by_cases h : p ≡ n [MOD L]
    · rw [if_pos h]
      refine sum_congr rfl fun S hS => ?_
      have hc : S.card = n := (mem_filter.1 hS).2
      rw [hc, if_pos h]
    · rw [if_neg h]
      refine (sum_eq_zero fun S hS => ?_).symm
      have hc : S.card = n := (mem_filter.1 hS).2
      rw [hc, if_neg h]
  unfold gridAverage
  rw [h1, h2, sum_div, Complex.ofReal_sum]
  refine sum_congr rfl fun S _ => ?_
  by_cases h : p ≡ S.card [MOD L]
  · rw [if_pos h, if_pos h, Complex.ofReal_pow, mul_div_cancel_right₀ _ hL']
  · rw [if_neg h, if_neg h]
    simp
```

The main theorem assumes positive amplitudes, \(p\le M\) and \(L\ge1\). In the forward direction, a grid that is too coarse yields the neighbour \(p-L\) or \(p+L\), and `single_lt_sum` shows that the aliased sum then exceeds \(P_p\). In the reverse direction, congruence gives \(n-p=Lc\) with an integer \(c\). Both \(c<0\) and \(c>0\) take \(n\) out of the range \(0,\dots,M\), and \(c=0\) means \(n=p\).

```lean
/-- For positive `u` and `v` on `M` levels, `p ≤ M` and `L ≥ 1`, the average over `L` gauge
angles equals the weight of the `p`-pair sector exactly when `L > max (p, M - p)`. -/
theorem gridAverage_exact_iff {u v : ι → ℝ} (hu : ∀ k, 0 < u k) (hv : ∀ k, 0 < v k)
    {p L : ℕ} (hp : p ≤ Fintype.card ι) (hL : 0 < L) :
    gridAverage u v p L = (pairProb u v p : ℂ) ↔ max p (Fintype.card ι - p) < L := by
  have hpm : p ∈ (range (Fintype.card ι + 1)).filter (fun n => p ≡ n [MOD L]) :=
    mem_filter.2 ⟨mem_range.2 (by omega), Nat.ModEq.refl p⟩
  rw [gridAverage_eq_aliased u v p hL, Complex.ofReal_inj, max_lt_iff]
  constructor
  · intro h
    by_contra hlt
    -- a grid that is too coarse lets in a neighbouring sector, at p - L or p + L
    have hex : ∃ n, n ≤ Fintype.card ι ∧ n ≠ p ∧ p ≡ n [MOD L] := by
      have hcase : L ≤ p ∨ p + L ≤ Fintype.card ι := by omega
      rcases hcase with h1 | h1
      · refine ⟨p - L, by omega, by omega, Nat.modEq_iff_dvd.2 ⟨-1, ?_⟩⟩
        rw [Nat.cast_sub h1]
        ring
      · refine ⟨p + L, h1, by omega, Nat.modEq_iff_dvd.2 ⟨1, ?_⟩⟩
        push_cast
        ring
    obtain ⟨n, hn, hne, hmod⟩ := hex
    have hnm : n ∈ (range (Fintype.card ι + 1)).filter (fun n => p ≡ n [MOD L]) :=
      mem_filter.2 ⟨mem_range.2 (by omega), hmod⟩
    exact (single_lt_sum (f := pairProb u v) hne hpm hnm (pairProb_pos hu hv hn)
      (fun k _ _ => sum_nonneg fun S _ => sq_nonneg _)).ne' h
  · rintro ⟨h1, h2⟩
    -- on a fine grid only the sector p itself survives
    refine sum_eq_single_of_mem p hpm fun n hn hne => ?_
    exfalso
    have hn1 := mem_range.1 (mem_filter.1 hn).1
    obtain ⟨c, hc⟩ := Nat.modEq_iff_dvd.1 (mem_filter.1 hn).2
    have hL0 : (0 : ℤ) ≤ L := Int.natCast_nonneg L
    rcases lt_trichotomy c 0 with h | h | h
    · have h3 : (n : ℤ) - p ≤ -L := by
        rw [hc]
        nlinarith [mul_nonneg hL0 (show (0 : ℤ) ≤ -1 - c by omega)]
      omega
    · rw [h, mul_zero] at hc
      omega
    · have h3 : (L : ℤ) ≤ (n : ℤ) - p := by
        rw [hc]
        nlinarith [mul_nonneg hL0 (show (0 : ℤ) ≤ c - 1 by omega)]
      omega
```

If one grid is to serve every pair number, the case \(p=M\) requires \(L>M\). This is also enough, since \(\max(p,M-p)\le M\).

```lean
/-- For positive `u` and `v`, one grid of `L ≥ 1` angles gives the weights of all sectors from
zero pairs to full filling exactly when `L` exceeds the number of levels. -/
theorem gridAverage_exact_all_iff {u v : ι → ℝ} (hu : ∀ k, 0 < u k) (hv : ∀ k, 0 < v k)
    {L : ℕ} (hL : 0 < L) :
    (∀ p ≤ Fintype.card ι, gridAverage u v p L = (pairProb u v p : ℂ)) ↔
      Fintype.card ι < L := by
  constructor
  · intro h
    exact (max_lt_iff.1 ((gridAverage_exact_iff hu hv le_rfl hL).1 (h _ le_rfl))).1
  · intro h p hp
    exact (gridAverage_exact_iff hu hv hp hL).2 (max_lt_iff.2 ⟨by omega, by omega⟩)
```

At half filling, \(M=2p\), both entries of the maximum equal \(p\), so \(p+1\) angles suffice for that sector.

```lean
/-- At half filling, with `p` pairs on `2 p` levels and positive `u` and `v`, a grid of `L ≥ 1`
angles gives the weight of the `p`-pair sector exactly when `L > p`. -/
theorem gridAverage_half_filling_iff {u v : ι → ℝ} (hu : ∀ k, 0 < u k) (hv : ∀ k, 0 < v k)
    {p L : ℕ} (hM : Fintype.card ι = 2 * p) (hL : 0 < L) :
    gridAverage u v p L = (pairProb u v p : ℂ) ↔ p < L := by
  rw [gridAverage_exact_iff hu hv (by omega) hL, max_lt_iff]
  omega

end

end NumberProjectedBCS
```

```lean
#print axioms NumberProjectedBCS.sum_pairProb
#print axioms NumberProjectedBCS.gridAverage_exact_iff
#print axioms NumberProjectedBCS.gridAverage_exact_all_iff
#print axioms NumberProjectedBCS.gridAverage_half_filling_iff
```

```
'NumberProjectedBCS.sum_pairProb' depends on axioms: [propext, Classical.choice, Quot.sound]
'NumberProjectedBCS.gridAverage_exact_iff' depends on axioms: [propext, Classical.choice, Quot.sound]
'NumberProjectedBCS.gridAverage_exact_all_iff' depends on axioms: [propext, Classical.choice, Quot.sound]
'NumberProjectedBCS.gridAverage_half_filling_iff' depends on axioms: [propext, Classical.choice, Quot.sound]
```
